# Slater one-matrices are extreme among the matrices with $0\le\gamma\le 1$ and trace $N$

Suppose I describe the one-matrix of a fermion system, in an orthonormal basis of spin orbitals, only as a matrix $\gamma$ with $0\le\gamma\le1$, and leave the many-electron wave function out. The one-matrix of a Slater determinant is then a Hermitian projector $g$, with every occupation number 0 or 1. I believe that such a $g$ is never a proper mixture: if $g=tA+(1-t)B$ with $0<t<1$, and $A$ and $B$ obey the same bounds, then $A=B=g$. For diagonal matrices this is clear, but $A$ and $B$ need not commute with each other. Can the claim be made rigorous without assuming that they do, and can it be checked by machine?

## Bounds on a matrix in place of a wave function

Yes. The choice you describe fixes the set in which the mixing takes place. In a finite orthonormal basis of spin orbitals, let the Pauli set consist of the complex matrices $\gamma$ for which $\gamma$ and the hole matrix $1-\gamma$ are both positive semidefinite. Given $N$ orthonormal orbitals as the columns of $C$, so that $C^\dagger C=1$, the Slater one-matrix is $CC^\dagger$, normalised to trace $N$.

Another model would take the one-matrices obtained from $N$-electron ensemble states by partial trace and scaled to trace $N$. That needs the antisymmetric space and a proof that these one-matrices obey the Pauli bounds. Extremality of $CC^\dagger$ would then carry over, because a point that is extreme in a set is extreme in every subset containing it.

## Empty orbitals stay empty and filled orbitals stay filled

Let $A,B\ge0$ and $(tA+(1-t)B)x=0$. Taking the expectation value in $x$ gives
$$t\,x^\dagger Ax+(1-t)\,x^\dagger Bx=0 .$$
Both terms are non-negative and $t>0$, so $x^\dagger Ax=0$. Writing $A=S^\dagger S$ gives $\|Sx\|^2=0$, hence $Ax=0$. Applied to each column of a matrix $M$, this shows that $(tA+(1-t)B)M=0$ implies $AM=0$.

Now let $g^2=g=tA+(1-t)B$ with $A$ and $B$ in the Pauli set.

- Since $g(1-g)=0$, we get $A(1-g)=0$, that is, $A=Ag$.
- The holes mix in the same way, $1-g=t(1-A)+(1-t)(1-B)$, and $(1-g)g=0$. Hence $(1-A)g=0$, that is, $g=Ag$.

So $A=g$. Exchanging $A$ with $B$ and $t$ with $1-t$ gives $B=g$. No commutation was assumed.

The upper bound matters even at fixed trace. Take
$$g=\mathrm{diag}(1,1),\quad A=\mathrm{diag}(\tfrac32,\tfrac12),\quad B=\mathrm{diag}(\tfrac12,\tfrac32).$$
Then $g=\frac12A+\frac12B$, all three matrices are positive with trace 2, and yet $A\ne g$. The mixture uses spin orbitals holding more than one electron.

## Every other matrix in the set is a mixture

For $\gamma$ in the Pauli set,
$$\gamma-\gamma^2=\gamma(1-\gamma)\gamma+(1-\gamma)\gamma(1-\gamma)\ge0 .$$
Since $\gamma$ and $1-\gamma$ are Hermitian, their squares are also positive semidefinite: $\gamma^2=\gamma^\dagger\gamma\ge0$ and $(1-\gamma)^2\ge0$. The inequality above gives $1-\gamma^2=(1-\gamma)+(\gamma-\gamma^2)\ge0$. Likewise $2\gamma-\gamma^2=\gamma+(\gamma-\gamma^2)\ge0$ and $1-(2\gamma-\gamma^2)=(1-\gamma)^2\ge0$. So $\gamma^2$ and $2\gamma-\gamma^2$ both lie in the set, and $\gamma$ is their midpoint. If $\gamma$ is extreme, then $\gamma^2=\gamma$.

Conversely, a Hermitian projector lies in the set, because $g=g^\dagger g$ and $1-g=(1-g)^\dagger(1-g)$, and it is extreme by the previous argument.

For a Slater one-matrix, $(CC^\dagger)^2=C(C^\dagger C)C^\dagger=CC^\dagger$ and $\mathrm{tr}\,CC^\dagger=\mathrm{tr}\,C^\dagger C=N$. It is therefore a Hermitian projector of trace $N$, and extreme among the members of the Pauli set with that trace.

Within a finite basis, this separates the idempotent one-matrices of Hartree–Fock theory from the fractionally occupied ones of thermal smearing: the latter are proper mixtures of other matrices in the Pauli set, the former never are.

## The Lean file

```lean
import Mathlib

open Matrix
open scoped ComplexOrder

namespace SlaterExtremePoints

/-- The Pauli set: one-matrices `γ` for which both `γ` and the hole matrix `1 - γ` are
positive semidefinite. -/
def pauliSet (n : Type*) [Fintype n] [DecidableEq n] : Set (Matrix n n ℂ) :=
  {γ | γ.PosSemidef ∧ (1 - γ).PosSemidef}

/-- The one-matrices in the Pauli set whose trace is the particle number `N`. -/
def pauliSetN (n : Type*) [Fintype n] [DecidableEq n] (N : ℕ) : Set (Matrix n n ℂ) :=
  {γ | γ ∈ pauliSet n ∧ γ.trace = (N : ℂ)}

/-- The one-matrix `C Cᴴ` built from `N` occupied orbitals, the columns of `C`. -/
def slaterOneMatrix {n : Type*} {N : ℕ} (C : Matrix n (Fin N) ℂ) : Matrix n n ℂ :=
  C * Cᴴ

variable {n : Type*} [Fintype n]

/-- A vector annihilated by a proper mixture of two positive semidefinite matrices is
annihilated by the first component. -/
theorem mulVec_eq_zero_of_mixture {A B : Matrix n n ℂ} {t : ℝ} (hA : A.PosSemidef)
    (hB : B.PosSemidef) (h0 : 0 < t) (h1 : t < 1) {x : n → ℂ}
    (hx : (t • A + (1 - t) • B) *ᵥ x = 0) : A *ᵥ x = 0 := by
  -- two non-negative numbers with vanishing weighted sum
  have key : ∀ a b : ℂ, 0 ≤ a → 0 ≤ b → t • a + (1 - t) • b = 0 → a = 0 := by
    intro a b ha hb h
    have ha' := Complex.le_def.mp ha
    have hb' := Complex.le_def.mp hb
    have hre := congrArg Complex.re h
    simp only [Complex.add_re, Complex.smul_re, Complex.zero_re, smul_eq_mul] at hre ha' hb'
    have p1 : 0 ≤ t * a.re := mul_nonneg h0.le ha'.1
    have p2 : 0 ≤ (1 - t) * b.re := mul_nonneg (by linarith) hb'.1
    have p3 : t * a.re = 0 := by linarith
    have p4 : a.re = 0 := (mul_eq_zero.mp p3).resolve_left h0.ne'
    exact Complex.ext p4 ha'.2.symm
  have h : star x ⬝ᵥ ((t • A + (1 - t) • B) *ᵥ x) = 0 := by
    rw [hx, dotProduct_zero]
  rw [Matrix.add_mulVec, Matrix.smul_mulVec, Matrix.smul_mulVec, dotProduct_add,
    dotProduct_smul, dotProduct_smul] at h
  exact (hA.dotProduct_mulVec_zero_iff x).mp
    (key _ _ (hA.dotProduct_mulVec_nonneg x) (hB.dotProduct_mulVec_nonneg x) h)

/-- If a proper mixture of two positive semidefinite matrices gives zero when multiplied by
`M` from the right, so does its first component. -/
theorem mul_eq_zero_of_mixture {A B M : Matrix n n ℂ} {t : ℝ} (hA : A.PosSemidef)
    (hB : B.PosSemidef) (h0 : 0 < t) (h1 : t < 1)
    (hM : (t • A + (1 - t) • B) * M = 0) : A * M = 0 := by
  ext i j
  -- work on the j-th column of M
  have hx : (t • A + (1 - t) • B) *ᵥ (fun k => M k j) = 0 := by
    funext k
    exact congrArg (fun X : Matrix n n ℂ => X k j) hM
  exact congrFun (mulVec_eq_zero_of_mixture hA hB h0 h1 hx) i

variable [DecidableEq n]

/-- If an idempotent one-matrix `g` is a proper mixture of two members `A` and `B` of the
Pauli set, then `A` and `B` both equal `g`. -/
theorem projector_mixture_trivial {g A B : Matrix n n ℂ} {t : ℝ} (hg : g * g = g)
    (hA : A ∈ pauliSet n) (hB : B ∈ pauliSet n) (h0 : 0 < t) (h1 : t < 1)
    (hmix : g = t • A + (1 - t) • B) : A = g ∧ B = g := by
  have key : ∀ (A B : Matrix n n ℂ) (t : ℝ), A ∈ pauliSet n → B ∈ pauliSet n →
      0 < t → t < 1 → g = t • A + (1 - t) • B → A = g := by
    intro A B t hA hB h0 h1 hmix
    -- orbitals empty in g are empty in A
    have e1 : A * (1 - g) = 0 := by
      apply mul_eq_zero_of_mixture hA.1 hB.1 h0 h1
      rw [← hmix, mul_sub, mul_one, hg, sub_self]
    -- orbitals filled in g are filled in A
    have e2 : (1 - A) * g = 0 := by
      apply mul_eq_zero_of_mixture hA.2 hB.2 h0 h1
      have hh : t • (1 - A) + (1 - t) • (1 - B) = 1 - g := by
        rw [hmix]
        module
      rw [hh, sub_mul, one_mul, hg, sub_self]
    calc A = A * (1 - g) - (1 - A) * g + g := by noncomm_ring
      _ = g := by rw [e1, e2, sub_zero, zero_add]
  refine ⟨key A B t hA hB h0 h1 hmix, key B A (1 - t) hB hA (by linarith) (by linarith) ?_⟩
  rw [hmix]
  module

/-- Every Hermitian projector belongs to the Pauli set. -/
theorem projector_mem_pauliSet {g : Matrix n n ℂ} (hH : g.IsHermitian) (hg : g * g = g) :
    g ∈ pauliSet n := by
  have hK : (1 - g)ᴴ = 1 - g := by
    rw [Matrix.conjTranspose_sub, Matrix.conjTranspose_one, hH.eq]
  have hk : (1 - g) * (1 - g) = 1 - g := by
    have e : (1 - g) * (1 - g) = 1 - g - (g - g * g) := by noncomm_ring
    rw [e, hg, sub_self, sub_zero]
  have a := Matrix.posSemidef_conjTranspose_mul_self g
  have b := Matrix.posSemidef_conjTranspose_mul_self (1 - g)
  rw [hH.eq, hg] at a
  rw [hK, hk] at b
  exact ⟨a, b⟩

/-- For a one-matrix in the Pauli set, the deviation from idempotency `γ - γ²` is positive
semidefinite. -/
theorem idempotency_defect_posSemidef {γ : Matrix n n ℂ} (h : γ ∈ pauliSet n) :
    (γ - γ * γ).PosSemidef := by
  have a := h.2.conjTranspose_mul_mul_same γ
  have b := h.1.conjTranspose_mul_mul_same (1 - γ)
  rw [h.1.isHermitian.eq] at a
  rw [h.2.isHermitian.eq] at b
  have e : γ - γ * γ = γ * (1 - γ) * γ + (1 - γ) * γ * (1 - γ) := by noncomm_ring
  rw [e]
  exact a.add b

/-- The extreme points of the Pauli set are exactly the Hermitian projectors. -/
theorem extreme_iff_projector (γ : Matrix n n ℂ) :
    γ ∈ Set.extremePoints ℝ (pauliSet n) ↔ γ.IsHermitian ∧ γ * γ = γ := by
  rw [mem_extremePoints]
  constructor
  · rintro ⟨hm, he⟩
    have hd := idempotency_defect_posSemidef hm
    have m1 : γ * γ ∈ pauliSet n := by
      have a := Matrix.posSemidef_conjTranspose_mul_self γ
      rw [hm.1.isHermitian.eq] at a
      have e : 1 - γ * γ = (1 - γ) + (γ - γ * γ) := by abel
      exact ⟨a, e ▸ hm.2.add hd⟩
    have m2 : γ + (γ - γ * γ) ∈ pauliSet n := by
      have b := Matrix.posSemidef_conjTranspose_mul_self (1 - γ)
      rw [hm.2.isHermitian.eq] at b
      have e : 1 - (γ + (γ - γ * γ)) = (1 - γ) * (1 - γ) := by noncomm_ring
      exact ⟨hm.1.add hd, e ▸ b⟩
    -- γ is the midpoint of γ² and 2γ - γ²
    have hs : γ ∈ openSegment ℝ (γ * γ) (γ + (γ - γ * γ)) :=
      ⟨1 / 2, 1 / 2, by norm_num, by norm_num, by norm_num, by module⟩
    exact ⟨hm.1.isHermitian, (he _ m1 _ m2 hs).1⟩
  · rintro ⟨hH, hg⟩
    refine ⟨projector_mem_pauliSet hH hg, ?_⟩
    rintro A hA B hB ⟨a, b, ha, hb, hab, h⟩
    obtain rfl : b = 1 - a := by linarith
    exact projector_mixture_trivial hg hA hB ha (by linarith) h.symm

/-- For `N` orthonormal orbitals, the Slater one-matrix is an extreme point of the set of
Pauli one-matrices with trace `N`. -/
theorem slater_extreme {N : ℕ} (C : Matrix n (Fin N) ℂ) (hC : Cᴴ * C = 1) :
    slaterOneMatrix C ∈ Set.extremePoints ℝ (pauliSetN n N) := by
  have hH : (slaterOneMatrix C).IsHermitian := Matrix.isHermitian_mul_conjTranspose_self C
  have hg : slaterOneMatrix C * slaterOneMatrix C = slaterOneMatrix C := by
    unfold slaterOneMatrix
    rw [Matrix.mul_assoc, ← Matrix.mul_assoc Cᴴ, hC, Matrix.one_mul]
  have ht : (slaterOneMatrix C).trace = (N : ℂ) := by
    unfold slaterOneMatrix
    rw [Matrix.trace_mul_comm, hC, Matrix.trace_one, Fintype.card_fin]
  rw [mem_extremePoints]
  refine ⟨⟨projector_mem_pauliSet hH hg, ht⟩, ?_⟩
  rintro A hA B hB ⟨a, b, ha, hb, hab, h⟩
  obtain rfl : b = 1 - a := by linarith
  exact projector_mixture_trivial hg hA.1 hB.1 ha (by linarith) h.symm

/-- The single orbital with components `3/5` and `4/5` in a two-function basis is
normalised. -/
theorem slater_extreme_witness :
    (!![3 / 5; 4 / 5] : Matrix (Fin 2) (Fin 1) ℂ)ᴴ *
      (!![3 / 5; 4 / 5] : Matrix (Fin 2) (Fin 1) ℂ) = 1 := by
  ext i j
  fin_cases i
  fin_cases j
  -- the components are real, so conjugation leaves them unchanged
  have h3 : (starRingEnd ℂ) 3 = 3 := Complex.conj_eq_iff_real.mpr ⟨3, by norm_num⟩
  have h4 : (starRingEnd ℂ) 4 = 4 := Complex.conj_eq_iff_real.mpr ⟨4, by norm_num⟩
  have h5 : (starRingEnd ℂ) 5 = 5 := Complex.conj_eq_iff_real.mpr ⟨5, by norm_num⟩
  norm_num [Matrix.mul_apply, Matrix.conjTranspose_apply, Fin.sum_univ_succ]
  rw [h3, h4, h5]
  norm_num

end SlaterExtremePoints
```

```lean
#print axioms SlaterExtremePoints.extreme_iff_projector
-- 'SlaterExtremePoints.extreme_iff_projector' depends on axioms: [propext, Classical.choice, Quot.sound]
#print axioms SlaterExtremePoints.slater_extreme
-- 'SlaterExtremePoints.slater_extreme' depends on axioms: [propext, Classical.choice, Quot.sound]
```

## What the theorems say about one-matrices

The finite type `n` labels the spin orbitals, and `pauliSet n` is the Pauli set. Mathlib's `PosSemidef` includes Hermiticity. `pauliSetN n N` adds the condition that the trace is $N$, and `slaterOneMatrix C` is $CC^\dagger$, with `Fin N` labelling the occupied orbitals.

- `projector_mixture_trivial` is your claim. Of $g$ itself it assumes only `g * g = g` and the mixture, from which $g$ inherits Hermiticity.
- `extreme_iff_projector` states that the extreme points of the Pauli set, with all particle numbers allowed, are exactly the Hermitian projectors.
- `slater_extreme` states that `Cᴴ * C = 1` makes $CC^\dagger$ extreme at fixed trace. It goes in this direction only and does not classify all extreme points of `pauliSetN n N`.

That $CC^\dagger$ is the one-matrix of a determinant enters as a definition; it is not derived from an antisymmetric wave function. Nor do the theorems address whether each matrix in the set comes from an $N$-electron state. Infinite-dimensional orbital spaces are not covered.

## How the proof follows the derivation

`mulVec_eq_zero_of_mixture` is the expectation-value argument. Its inner `key` treats two non-negative numbers whose weighted sum vanishes, and `dotProduct_mulVec_zero_iff` passes from $x^\dagger Ax=0$ to $Ax=0$. `mul_eq_zero_of_mixture` applies this to each column of $M$.

In `projector_mixture_trivial`, `e1` is $A(1-g)=0$ and `e2` is $(1-A)g=0$. The `calc` block combines them through $A=A(1-g)-(1-A)g+g$. A second call of `key`, with the components exchanged, gives $B=g$.

`projector_mem_pauliSet` puts Hermitian projectors in the set, and `idempotency_defect_posSemidef` proves $\gamma-\gamma^2\ge0$, with `noncomm_ring` checking the identity. In `extreme_iff_projector`, `m1` and `m2` place the two endpoints in the set and `hs` exhibits $\gamma$ as their midpoint. The reverse direction calls `projector_mixture_trivial`.

`slater_extreme` establishes Hermiticity, idempotency and trace as `hH`, `hg` and `ht`, then uses the same theorem. Finally, `slater_extreme_witness` checks that the orbital $(3/5,4/5)$ is normalised, so the hypothesis on $C$ is met by an orbital spread over two basis functions.
